# The resolvent of a finite matrix has a pole of order at most k at l exactly when ker (H−l)ᵏ⁺¹ = ker (H−l)ᵏ

Drive a set of coupled modes with gain and loss at frequency $z$, with source amplitudes $s$. With time dependence $e^{-izt}$ and $\hbar=1$, a steady response $\psi$ obeys $(z-H)\psi=s$, so $\psi=G(z)s$ with $G(z)=(z-H)^{-1}$. As $z$ approaches an eigenvalue $l$ of $H$, the response can grow like $1/(z-l)$ or faster. Which of these happens can be read off from the vectors that powers of $H-l$ annihilate: $(z-l)G(z)$ stays bounded near $l$ if and only if $\ker(H-l)^2=\ker(H-l)$.

For an open quantum system described by a finite, energy-independent effective Hamiltonian, this decides whether the pole of the Green's matrix at a complex resonance energy $l$ is simple. Other poles close to $l$ can still matter at the real energies where the system is driven. Replacing the real system by such a fixed matrix is a physical approximation that the theorems take as their starting point.

## Green's matrix, pole order and exceptional points

The basis states are labelled by a finite set `n`, and $H$ is any complex matrix on it, Hermitian or not.

```lean
import Mathlib

open Polynomial Filter Topology
open scoped Matrix

namespace ResolventPoleOrder

noncomputable section

variable {n : Type*} [Fintype n] [DecidableEq n]
```

The Green's matrix is the matrix inverse of $z-H$, where the number $z$ stands for $z$ times the identity.

```lean
/-- The Green's matrix `G(z) = (z - H)⁻¹`, for `z` not an eigenvalue of `H`. -/
def green (H : Matrix n n ℂ) (z : ℂ) : Matrix n n ℂ := (z • (1 : Matrix n n ℂ) - H)⁻¹
```

Energies are measured from $l$, which textbooks often call $\lambda$ or $E$. Write $N=H-l$; in Lean this is `shift H l`. The number $l$ may be any complex number, eigenvalue or not.

```lean
/-- The Hamiltonian measured from the energy `l`, that is `H - l`. -/
def shift (H : Matrix n n ℂ) (l : ℂ) : Matrix n n ℂ := H - l • (1 : Matrix n n ℂ)
```

A pole of order at most $k$ means that each entry of $(z-l)^kG(z)$ is bounded for all $z\neq l$ close enough to $l$. The filter `𝓝[≠] l` expresses "close to $l$ but not equal to it". Each entry has its own bound $B_{ij}$; as there are finitely many entries, this amounts to a bound on the matrix norm.

```lean
/-- Every entry of `(z - l)^k G(z)` stays bounded in a punctured neighbourhood of `l`. -/
def PoleOrderAtMost (H : Matrix n n ℂ) (l : ℂ) (k : ℕ) : Prop :=
  ∀ i j, ∃ B : ℝ, ∀ᶠ z in 𝓝[≠] l, ‖(z - l) ^ k * green H z i j‖ ≤ B
```

In much of the literature an exceptional point is a parameter value at which eigenvectors merge. Here the matrix is fixed and the name belongs to the energy: $l$ is exceptional if some $v$ has $N^2v=0$ but $Nv\neq0$. Then $Nv$ is an eigenvector, so $l$ is an eigenvalue.

```lean
/-- An exceptional point: some vector is annihilated by `(H - l)^2` but not by `H - l`. -/
def IsExceptional (H : Matrix n n ℂ) (l : ℂ) : Prop :=
  ∃ v : n → ℂ, (shift H l ^ 2) *ᵥ v = 0 ∧ shift H l *ᵥ v ≠ 0
```

## Dividing by z − H

If $(z-H)S=c$ with a number $c\neq0$, then $S/c$ is a right inverse of $z-H$. For square matrices a right inverse is the inverse, so $G(z)=S/c$.

```lean
/-- If `(z - H) S = c` with a nonzero number `c`, then `G(z)` is a true inverse of `z - H`
and equals `S / c`. -/
theorem green_of_quotient {H S : Matrix n n ℂ} {z c : ℂ} (hc : c ≠ 0)
    (h : (z • (1 : Matrix n n ℂ) - H) * S = c • (1 : Matrix n n ℂ)) :
    (z • (1 : Matrix n n ℂ) - H) * green H z = 1 ∧ green H z = c⁻¹ • S := by
  have h1 : (z • (1 : Matrix n n ℂ) - H) * (c⁻¹ • S) = 1 := by
    rw [mul_smul_comm, h, smul_smul, inv_mul_cancel₀ hc, one_smul]
  have h2 : green H z = c⁻¹ • S := Matrix.inv_eq_right_inv h1
  exact ⟨by rw [h2]; exact h1, h2⟩
```

Such an $S$ comes from any polynomial $P$ with $P(H)=0$ and $P(z)\neq0$, because every polynomial satisfies $P(z)-P(H)=(z-H)S_P(z)$ with some $S_P$ continuous in $z$. For a constant, $S_P=0$; for a sum, the quotients add. For a further factor $X$,

$$z\,p(z)-p(H)H=(z-H)\,p(z)+\big(p(z)-p(H)\big)H,$$

which gives $S_{Xp}(z)=p(z)+S_p(z)H$. The induction in Lean has these three cases.

```lean
/-- For every polynomial `P`, the difference `P(z) - P(H)` is `z - H` times a matrix that
depends continuously on `z`. -/
theorem exists_quotient (H : Matrix n n ℂ) (P : ℂ[X]) :
    ∃ S : ℂ → Matrix n n ℂ, Continuous S ∧ ∀ z, (z • (1 : Matrix n n ℂ) - H) * S z =
      P.eval z • (1 : Matrix n n ℂ) - aeval H P := by
  induction P using Polynomial.induction_on with
  | C a =>
    exact ⟨fun _ => 0, continuous_const, fun z => by simp [Algebra.algebraMap_eq_smul_one]⟩
  | add p q hp hq =>
    obtain ⟨S, hS, h⟩ := hp
    obtain ⟨T, hT, h'⟩ := hq
    refine ⟨fun z => S z + T z, hS.add hT, fun z => ?_⟩
    change _ * (S z + T z) = _
    rw [mul_add, h, h', eval_add, map_add, add_smul]
    abel
  | monomial m a ih =>
    rw [pow_succ, ← mul_assoc]
    generalize C a * X ^ m = p at ih ⊢
    obtain ⟨S, hS, h⟩ := ih
    refine ⟨fun z => p.eval z • (1 : Matrix n n ℂ) + S z * H,
      (p.continuous.smul continuous_const).add (hS.mul continuous_const), fun z => ?_⟩
    change _ * (p.eval z • (1 : Matrix n n ℂ) + S z * H) = _
    rw [mul_add, ← mul_assoc, h, eval_mul, eval_X, map_mul, aeval_X]
    simp only [mul_smul_comm, mul_one, sub_mul, smul_mul_assoc, one_mul, smul_sub, smul_smul]
    abel
```

Next, separate the root $l$ from the characteristic polynomial: $\chi(X)=(X-l)^m q(X)$ with $q(l)\neq0$. If $l$ is not an eigenvalue, $m=0$.

```lean
/-- The characteristic polynomial is a power of `X - l` times a factor nonzero at `l`. -/
theorem charpoly_split (H : Matrix n n ℂ) (l : ℂ) :
    ∃ (m : ℕ) (q : ℂ[X]), q.eval l ≠ 0 ∧ H.charpoly = (X - C l) ^ m * q := by
  obtain ⟨q, h, hd⟩ := exists_eq_pow_rootMultiplicity_mul_and_not_dvd H.charpoly
    H.charpoly_monic.ne_zero l
  exact ⟨_, q, fun h0 => hd (dvd_iff_isRoot.mpr h0), h⟩
```

By Cayley–Hamilton $\chi(H)=0$, so $(z-H)S_\chi(z)=\chi(z)=(z-l)^mq(z)$. By continuity $q(z)\neq0$ near $l$, so the right-hand side is nonzero for $z\neq l$ close to $l$. There $G(z)$ is a true inverse, and the bounds above concern the actual resolvent.

```lean
/-- In a punctured neighbourhood of any `l`, the Green's matrix is a true inverse of `z - H`. -/
theorem eventually_green (H : Matrix n n ℂ) (l : ℂ) :
    ∀ᶠ z in 𝓝[≠] l, (z • (1 : Matrix n n ℂ) - H) * green H z = 1 := by
  obtain ⟨m, q, hq, hfac⟩ := charpoly_split H l
  obtain ⟨S, -, hS⟩ := exists_quotient H H.charpoly
  have hqz : ∀ᶠ z in 𝓝[≠] l, q.eval z ≠ 0 :=
    (q.continuous.continuousAt.eventually_ne hq).filter_mono nhdsWithin_le_nhds
  filter_upwards [hqz, self_mem_nhdsWithin] with z h1 h2
  have hc : H.charpoly.eval z ≠ 0 := by
    rw [hfac, eval_mul, eval_pow, eval_sub, eval_X, eval_C]
    exact mul_ne_zero (pow_ne_zero _ (sub_ne_zero.mpr h2)) h1
  exact (green_of_quotient hc (by rw [hS z, Matrix.aeval_self_charpoly, sub_zero])).1
```

## A geometric sum and the kernels

Since $z-H=(z-l)-N$, the finite geometric sum

$$S_k(z)=\sum_{j=0}^{k}(z-l)^{k-j}N^j$$

satisfies $(z-H)S_k(z)=(z-l)^{k+1}-N^{k+1}$. At $z=l$ only the last term survives, so $S_k(l)=N^k$. Lean builds the sum by the recursion $S_{k+1}(z)=(z-l)^{k+1}+S_k(z)N$.

```lean
/-- Finite geometric expansion: `(z - l)^(k+1) - (H - l)^(k+1)` is `z - H` times a continuous
matrix function whose value at `z = l` is `(H - l)^k`. -/
theorem geometric_expansion (H : Matrix n n ℂ) (l : ℂ) (k : ℕ) :
    ∃ S : ℂ → Matrix n n ℂ, Continuous S ∧ S l = shift H l ^ k ∧
      ∀ z, (z • (1 : Matrix n n ℂ) - H) * S z =
        (z - l) ^ (k + 1) • (1 : Matrix n n ℂ) - shift H l ^ (k + 1) := by
  induction k with
  | zero =>
    refine ⟨fun _ => 1, continuous_const, by simp, fun z => ?_⟩
    simp only [mul_one, zero_add, pow_one, shift, sub_smul]
    abel
  | succ k ih =>
    obtain ⟨S, hS, hl, h⟩ := ih
    refine ⟨fun z => (z - l) ^ (k + 1) • (1 : Matrix n n ℂ) + S z * shift H l,
      (((continuous_id.sub continuous_const).pow _).smul continuous_const).add
        (hS.mul continuous_const), ?_, fun z => ?_⟩
    · simp [hl, pow_succ]
    · change _ * ((z - l) ^ (k + 1) • (1 : Matrix n n ℂ) + S z * shift H l) = _
      have e : z • (1 : Matrix n n ℂ) - H = (z - l) • (1 : Matrix n n ℂ) - shift H l := by
        simp only [shift, sub_smul]
        abel
      rw [mul_add, ← mul_assoc, h, e, pow_succ (shift H l) (k + 1), pow_succ (z - l) (k + 1)]
      simp only [mul_smul_comm, mul_one, sub_mul, smul_mul_assoc, one_mul, smul_sub, smul_smul]
      abel
```

A vector annihilated by $N^k$ is always annihilated by $N^{k+1}$. Equality of the two kernels therefore says only that $N^{k+1}v=0$ implies $N^kv=0$.

```lean
/-- The kernels of `N^(k+1)` and `N^k` agree exactly when every vector annihilated by
`N^(k+1)` is already annihilated by `N^k`. -/
theorem ker_iff (N : Matrix n n ℂ) (k : ℕ) :
    LinearMap.ker (N ^ (k + 1)).mulVecLin = LinearMap.ker (N ^ k).mulVecLin ↔
      ∀ v : n → ℂ, (N ^ (k + 1)) *ᵥ v = 0 → (N ^ k) *ᵥ v = 0 := by
  constructor
  · intro h v hv
    have hm : v ∈ LinearMap.ker (N ^ (k + 1)).mulVecLin := LinearMap.mem_ker.mpr hv
    rw [h] at hm
    exact LinearMap.mem_ker.mp hm
  · intro h
    ext v
    refine ⟨fun a => LinearMap.mem_ker.mpr (h v (LinearMap.mem_ker.mp a)), fun a => ?_⟩
    have a' : (N ^ k) *ᵥ v = 0 := LinearMap.mem_ker.mp a
    refine LinearMap.mem_ker.mpr ?_
    change (N ^ (k + 1)) *ᵥ v = 0
    rw [pow_succ', ← Matrix.mulVec_mulVec, a', Matrix.mulVec_zero]
```

## Boundedness and equal kernels

**From boundedness to kernels.** Let $(z-l)^kG(z)$ be bounded near $l$ and let $N^{k+1}v=0$. Multiplying the geometric identity by $G(z)$ and applying it to $v$ gives

$$S_k(z)v=(z-l)^{k+1}G(z)v.$$

The $i$-th component of the right-hand side is at most $|z-l|\sum_jB_{ij}|v_j|$ in modulus, which tends to zero (`lim2`). The left-hand side tends to $N^kv$ (`lim1`). Limits are unique, so $N^kv=0$.

**From kernels to boundedness.** Cayley–Hamilton gives $N^mq(H)=0$, hence $N^{k+m}q(H)=0$. If $N^{k+r+1}A=0$ for a matrix $A$, each column of $N^rA$ is annihilated by $N^{k+1}$, hence by $N^k$, and so $N^{k+r}A=0$. Repeating this $m$ times (`down`) leaves $N^kq(H)=0$. The polynomial $P=(X-l)^kq$ thus annihilates $H$, and division by $z-H$ gives

$$(z-H)S_P(z)=(z-l)^kq(z),\qquad (z-l)^kG(z)=\frac{S_P(z)}{q(z)}$$

for $z\neq l$ near $l$. The quotient on the right is continuous at $l$, so each entry is bounded nearby; Lean takes its modulus at $l$ plus one as the bound.

In the statement, `mulVecLin` turns a matrix into the linear map whose kernel is meant. For $k=0$ it says that $G$ is bounded near $l$ exactly when $l$ is not an eigenvalue.

```lean
/-- Pole order of the resolvent: `(z - l)^k G(z)` stays bounded near `l` if and only if
`ker (H - l)^(k+1) = ker (H - l)^k`. -/
theorem poleOrderAtMost_iff (H : Matrix n n ℂ) (l : ℂ) (k : ℕ) :
    PoleOrderAtMost H l k ↔ LinearMap.ker (shift H l ^ (k + 1)).mulVecLin =
      LinearMap.ker (shift H l ^ k).mulVecLin := by
  rw [ker_iff]
  constructor
  · intro hb v hv
    obtain ⟨S, hS, hl, h⟩ := geometric_expansion H l k
    ext i
    -- `S(z) v` tends to `(H - l)^k v`
    have lim1 : Tendsto (fun z => (S z *ᵥ v) i) (𝓝[≠] l) (𝓝 ((shift H l ^ k *ᵥ v) i)) := by
      have hc : Continuous fun z => (S z *ᵥ v) i :=
        (continuous_apply i).comp (hS.matrix_mulVec continuous_const)
      have ht := hc.tendsto l
      rw [hl] at ht
      exact ht.mono_left nhdsWithin_le_nhds
    -- a bounded function times `z - l` tends to zero
    have lim2 : Tendsto (fun z => ∑ j, (z - l) * ((z - l) ^ k * green H z i j) * v j)
        (𝓝[≠] l) (𝓝 0) := by
      have hj : ∀ j ∈ Finset.univ, Tendsto
          (fun z => (z - l) * ((z - l) ^ k * green H z i j) * v j) (𝓝[≠] l) (𝓝 0) := by
        intro j _
        obtain ⟨B, hB⟩ := hb i j
        have h0 : Tendsto (fun z : ℂ => ‖z - l‖ * B * ‖v j‖) (𝓝[≠] l) (𝓝 0) := by
          have hc : Continuous fun z : ℂ => ‖z - l‖ * B * ‖v j‖ := by fun_prop
          have ht := hc.tendsto l
          simp only [sub_self, norm_zero, zero_mul] at ht
          exact ht.mono_left nhdsWithin_le_nhds
        refine squeeze_zero_norm' ?_ h0
        filter_upwards [hB] with z hz
        rw [norm_mul, norm_mul]
        gcongr
      simpa using tendsto_finsetSum Finset.univ hj
    refine tendsto_nhds_unique lim1 (lim2.congr' ?_)
    filter_upwards [eventually_green H l] with z hz
    have e : S z *ᵥ v = (z - l) ^ (k + 1) • (green H z *ᵥ v) := by
      calc S z *ᵥ v = (green H z * ((z • (1 : Matrix n n ℂ) - H) * S z)) *ᵥ v := by
            rw [← mul_assoc, mul_eq_one_comm.mp hz, one_mul]
        _ = _ := by
            rw [h, ← Matrix.mulVec_mulVec, Matrix.sub_mulVec, hv, sub_zero,
              Matrix.smul_mulVec, Matrix.one_mulVec, Matrix.mulVec_smul]
    rw [e, Pi.smul_apply, smul_eq_mul, Matrix.mulVec, dotProduct, Finset.mul_sum]
    exact Finset.sum_congr rfl fun j _ => by ring
  · intro hker i j
    obtain ⟨m, q, hq, hfac⟩ := charpoly_split H l
    have hev : ∀ r : ℕ, aeval H ((X - C l) ^ r * q) = shift H l ^ r * aeval H q := fun r => by
      rw [shift, map_mul, map_pow, map_sub, aeval_X, aeval_C, Algebra.algebraMap_eq_smul_one]
    -- stable kernels lower the power of `H - l` in the Cayley-Hamilton identity to `k`
    have down : ∀ (r : ℕ) (A : Matrix n n ℂ),
        shift H l ^ (k + r) * A = 0 → shift H l ^ k * A = 0 := by
      intro r
      induction r with
      | zero => exact fun A hA => hA
      | succ r ih =>
        intro A hA
        have h1 : shift H l ^ (k + 1) * (shift H l ^ r * A) = 0 := by
          rw [← mul_assoc, ← pow_add, show k + 1 + r = k + (r + 1) by omega]
          exact hA
        apply ih
        rw [pow_add, mul_assoc]
        ext a b
        exact congrFun (hker (fun c => (shift H l ^ r * A) c b)
          (funext fun a' => congrFun (congrFun h1 a') b)) a
    have hP : aeval H ((X - C l) ^ k * q) = 0 := by
      rw [hev]
      apply down m
      rw [pow_add, mul_assoc, ← hev m, ← hfac, Matrix.aeval_self_charpoly, mul_zero]
    obtain ⟨S, hS, h⟩ := exists_quotient H ((X - C l) ^ k * q)
    have hc : ContinuousAt (fun z => (q.eval z)⁻¹ * S z i j) l :=
      (q.continuous.continuousAt.inv₀ hq).mul (hS.matrix_elem i j).continuousAt
    have hn : Tendsto (fun z => ‖(q.eval z)⁻¹ * S z i j‖) (𝓝 l)
        (𝓝 ‖(q.eval l)⁻¹ * S l i j‖) := hc.norm
    refine ⟨‖(q.eval l)⁻¹ * S l i j‖ + 1, ?_⟩
    filter_upwards [(hn.eventually_lt_const (lt_add_one _)).filter_mono nhdsWithin_le_nhds,
      (q.continuous.continuousAt.eventually_ne hq).filter_mono nhdsWithin_le_nhds,
      self_mem_nhdsWithin] with z hz hqz hzl
    have hw : (z - l) ^ k ≠ 0 := pow_ne_zero _ (sub_ne_zero.mpr hzl)
    have hS' := h z
    rw [hP, sub_zero, eval_mul, eval_pow, eval_sub, eval_X, eval_C] at hS'
    have e : (z - l) ^ k * green H z i j = (q.eval z)⁻¹ * S z i j := by
      rw [(green_of_quotient (mul_ne_zero hw hqz) hS').2, Matrix.smul_apply, smul_eq_mul,
        mul_inv, ← mul_assoc, ← mul_assoc, mul_inv_cancel₀ hw, one_mul]
    rw [e]
    exact hz.le
```

## Simple poles and exceptional points

Setting $k=1$ gives the criterion from the beginning.

```lean
/-- `(z - l) G(z)` stays bounded near `l` if and only if `ker (H - l)^2 = ker (H - l)`. -/
theorem simple_pole_iff (H : Matrix n n ℂ) (l : ℂ) :
    PoleOrderAtMost H l 1 ↔
      LinearMap.ker (shift H l ^ 2).mulVecLin = LinearMap.ker (shift H l).mulVecLin := by
  have h := poleOrderAtMost_iff H l 1
  rw [pow_one] at h
  exact h
```

The kernels of $N^2$ and $N$ differ exactly when some $v$ has $N^2v=0$ and $Nv\neq0$. Exceptional points are therefore the energies near which $(z-l)G(z)$ is unbounded. As the entries of $G$ are rational functions of $z$, these are its poles of order two or more.

```lean
/-- Exceptional points are exactly the points near which `(z - l) G(z)` is unbounded. -/
theorem isExceptional_iff (H : Matrix n n ℂ) (l : ℂ) :
    IsExceptional H l ↔ ¬ PoleOrderAtMost H l 1 := by
  rw [poleOrderAtMost_iff, ker_iff]
  constructor
  · rintro ⟨v, h2, h1⟩ h
    exact h1 (by simpa only [pow_one] using h v h2)
  · intro h
    by_contra hn
    refine h fun v h2 => ?_
    rw [pow_one]
    by_contra h1
    exact hn ⟨v, h2, h1⟩
```

## A dimer with balanced gain and loss

Take two modes with real coupling $g$ and diagonal entries $\pm ig$. For $g>0$ the first mode has gain and the second an equal loss:

$$H=\begin{pmatrix} ig&g\\ g&-ig\end{pmatrix}.$$

```lean
/-- Two coupled modes with balanced gain and loss, both of strength equal to the coupling `g`. -/
def gainLossDimer (g : ℝ) : Matrix (Fin 2) (Fin 2) ℂ :=
  !![Complex.I * g, g; g, -(Complex.I * g)]
```

Multiplying out gives $H^2=0$, so for $z\neq0$

$$G(z)=\frac1z+\frac{H}{z^2}.$$

For $g\neq0$ the pole at zero energy has order exactly two. Lean reaches this through the kernels. Since $H^2=0$, every vector lies in $\ker H^2$, which bounds the order by two. The vector $v=(1,0)$ has $Hv=(ig,g)\neq0$, so zero is an exceptional point and order one is ruled out.

```lean
/-- For nonzero coupling, the Green's matrix of this dimer has a pole of order exactly two
at zero energy. -/
theorem gainLossDimer_double_pole (g : ℝ) (hg : g ≠ 0) :
    PoleOrderAtMost (gainLossDimer g) 0 2 ∧ ¬ PoleOrderAtMost (gainLossDimer g) 0 1 := by
  have hs : shift (gainLossDimer g) 0 = gainLossDimer g := by simp [shift]
  have hsq : gainLossDimer g ^ 2 = 0 := by
    ext i j
    fin_cases i <;> fin_cases j <;>
      simp [gainLossDimer, pow_two, Matrix.mul_apply, Fin.sum_univ_succ] <;>
      ring_nf <;> simp [Complex.I_sq]
  constructor
  · rw [poleOrderAtMost_iff, ker_iff, hs]
    intro v _
    rw [hsq, Matrix.zero_mulVec]
  · rw [← isExceptional_iff]
    refine ⟨![1, 0], by rw [hs, hsq, Matrix.zero_mulVec], fun h => hg ?_⟩
    rw [hs] at h
    have h1 := congrFun h 1
    simpa [gainLossDimer, Matrix.mulVec, dotProduct, Fin.sum_univ_succ] using h1

end

end ResolventPoleOrder
```

```lean
#print axioms ResolventPoleOrder.poleOrderAtMost_iff
#print axioms ResolventPoleOrder.simple_pole_iff
#print axioms ResolventPoleOrder.gainLossDimer_double_pole
```

```
'ResolventPoleOrder.poleOrderAtMost_iff' depends on axioms: [propext, Classical.choice, Quot.sound]
'ResolventPoleOrder.simple_pole_iff' depends on axioms: [propext, Classical.choice, Quot.sound]
'ResolventPoleOrder.gainLossDimer_double_pole' depends on axioms: [propext, Classical.choice, Quot.sound]
```
